# For an energy strictly convex in the occupation, the left slope at full occupation exceeds the total energy difference

The energy is a real function `E` of the occupation, strictly convex on the interval from 0 to 1, with left derivative `ε` at 1. The theorem says that the tuning error `ε - (E 1 - E 0)` is positive, so the end slope is larger than the energy difference between full and zero occupation. Nothing else is assumed of `E`, and no Hamiltonian or density functional enters. The proof bounds the secant slope from 1/2 to 1 by `ε`, then uses strict convexity to put `E (1 / 2)` below the mean of `E 0` and `E 1`. The two inequalities together give the claim.

The first attempt, which Lean rejects:

```lean
import Mathlib

open Set

namespace TuningErrorPos

noncomputable section

/-- The tuning error of an energy curve `E` with frontier slope `ε`: the slope minus the
total energy difference. -/
def tuningError (E : ℝ → ℝ) (ε : ℝ) : ℝ :=
  ε - (E 1 - E 0)

/-- An energy curve that is strictly convex on `[0,1]` and has left derivative `ε` at `f = 1`
has a positive tuning error. -/
theorem tuningError_pos {E : ℝ → ℝ} {ε : ℝ} (hc : StrictConvexOn ℝ (Icc 0 1) E)
    (hd : HasDerivWithinAt E ε (Iio 1) 1) : 0 < tuningError E ε := by
  -- compare the end slope with the secant over the upper half of the interval
  have hs := hc.convexOn.slope_le_of_hasDerivWithinAt_Iio (x := 1 / 2) (y := 1)
    (by constructor <;> norm_num) (by norm_num) (by norm_num) hd
  rw [slope_def_field, div_le_iff₀ (by norm_num)] at hs
  -- at half occupation the energy lies strictly below the chord
  have hm := hc.2 (x := 0) (by norm_num) (y := 1) (by norm_num) (by norm_num)
    (a := 1 / 2) (b := 1 / 2) (by norm_num) (by norm_num) (by norm_num)
  have e : (1 / 2 : ℝ) • (0 : ℝ) + (1 / 2 : ℝ) • (1 : ℝ) = 1 / 2 := by norm_num
  rw [e] at hm
  simp only [smul_eq_mul] at hm
  unfold tuningError
  linarith

end

end TuningErrorPos
```

Compiling this gives:

```
Main.lean:23:13: error: Application type mismatch: The argument
  hc
has type
  StrictConvexOn ℝ (Icc 0 1) E
but is expected to have type
  1 / 2 ∧ 1 / 2
in the application
  hc.right
Main.lean:23:18: error: Invalid argument name `x` for function `And.right`
Main.lean:24:10: error(lean.synthInstanceFailed): failed to synthesize instance of type class
  HDiv ℕ ℕ Prop

Hint: Type class instance resolution failures can be inspected with the `set_option trace.Meta.synthInstance true` command.
Main.lean:24:23: error(lean.synthInstanceFailed): failed to synthesize instance of type class
  HDiv ℕ ℕ Prop

Hint: Type class instance resolution failures can be inspected with the `set_option trace.Meta.synthInstance true` command.
Main.lean:17:67: error: unsolved goals
E : ℝ → ℝ
ε : ℝ
hc : StrictConvexOn ℝ (Icc 0 1) E
hd : HasDerivWithinAt E ε (Iio 1) 1
hs : E 1 - E (1 / 2) ≤ ε * (1 - 1 / 2)
⊢ 0 < tuningError E ε
```

The repair, with which the file compiles:

```diff
@@ -21,6 +21,8 @@
   rw [slope_def_field, div_le_iff₀ (by norm_num)] at hs
   -- at half occupation the energy lies strictly below the chord
-  have hm := hc.2 (x := 0) (by norm_num) (y := 1) (by norm_num) (by norm_num)
-    (a := 1 / 2) (b := 1 / 2) (by norm_num) (by norm_num) (by norm_num)
+  have hz : (0 : ℝ) ∈ Icc (0 : ℝ) 1 := by norm_num
+  have ho : (1 : ℝ) ∈ Icc (0 : ℝ) 1 := by norm_num
+  have hh : (0 : ℝ) < 1 / 2 := by norm_num
+  have hm := hc.2 hz ho zero_ne_one hh hh (by norm_num)
   have e : (1 / 2 : ℝ) • (0 : ℝ) + (1 / 2 : ℝ) • (1 : ℝ) = 1 / 2 := by norm_num
   rw [e] at hm
```

Diagnosis. Strict convexity is a conjunction, and `hc.2` is its second half, `And.right`. The names `a` and `b` were meant for the weights in the convexity inequality, but `And.right` has implicit arguments of the same names, and Lean reaches those first. They are the two propositions being joined, so `(a := 1 / 2)` and `(b := 1 / 2)` asked for 1/2 as a proposition. Hence the two failures to find `HDiv ℕ ℕ Prop`, and the complaint that `hc` should have type `1 / 2 ∧ 1 / 2`. The error about `x` is a consequence. `And.right` returns a proof of `b`, and with `b` taken from the call, that is no longer the convexity statement, which does have a variable `x`. The unsolved goal follows from the failed `have`: its context has `hs` but no `hm`.

The repair drops the names, so Lean infers the two propositions from `hc`. The types of `hz` and `ho` fix the endpoints as 0 and 1, and `hh`, given twice, fixes both weights as 1/2. `zero_ne_one` says that the endpoints differ, and the last `norm_num` has only to check that the weights sum to 1.
